# Orthogonality and squared norms of five product vectors of two qutrits

The lemma `tile_gram` concerns five explicit, unnormalised product vectors in the state space of two three-level systems. It states that their inner products vanish for different vectors, and that their squared norms are 2, 2, 2, 2 and 9; dividing the first four vectors by √2 and the last by 3 would therefore make the set orthonormal. The proof uses `inner_prodVec` to factor each inner product into two local ones, then splits into the 25 pairs of indices and tries to compute each from the listed amplitudes.

Lean 4 with Mathlib refuses this proof:

```lean
import Mathlib

open Matrix
open scoped ComplexOrder

namespace TilesProductBasis

noncomputable section

/-- State vectors of two three-level systems, given by their nine amplitudes. -/
abbrev TwoQutrit := Fin 3 × Fin 3 → ℂ

/-- The product vector `a ⊗ b`. -/
def prodVec (a b : Fin 3 → ℂ) : TwoQutrit := fun p => a p.1 * b p.2

/-- First factors of the five vectors: `e0, e2, e0 - e1, e1 - e2, e0 + e1 + e2`. -/
def tileA : Fin 5 → Fin 3 → ℂ :=
  ![![1, 0, 0], ![0, 0, 1], ![1, -1, 0], ![0, 1, -1], ![1, 1, 1]]

/-- Second factors of the five vectors: `e0 - e1, e1 - e2, e2, e0, e0 + e1 + e2`. -/
def tileB : Fin 5 → Fin 3 → ℂ :=
  ![![1, -1, 0], ![0, 1, -1], ![0, 0, 1], ![1, 0, 0], ![1, 1, 1]]

/-- The five product vectors. -/
def tile (k : Fin 5) : TwoQutrit := prodVec (tileA k) (tileB k)

/-- The numbers 2, 2, 2, 2, 9, used to normalise the five vectors. -/
def tileNormSq : Fin 5 → ℂ := ![2, 2, 2, 2, 9]

/-- The inner product of two product vectors is the product of the local inner products. -/
theorem inner_prodVec (a b c d : Fin 3 → ℂ) :
    star (prodVec a b) ⬝ᵥ prodVec c d = (star a ⬝ᵥ c) * (star b ⬝ᵥ d) := by
  simp only [dotProduct, prodVec, Pi.star_apply, star_mul', Fintype.sum_prod_type,
    Finset.sum_mul_sum]
  refine Finset.sum_congr rfl fun i _ => Finset.sum_congr rfl fun j _ => ?_
  ring

/-- The five vectors are mutually orthogonal, with squared norms 2, 2, 2, 2, 9. -/
theorem tile_gram (j k : Fin 5) :
    star (tile j) ⬝ᵥ tile k = if j = k then tileNormSq j else 0 := by
  rw [tile, tile, inner_prodVec]
  fin_cases j <;> fin_cases k <;>
    norm_num [tileA, tileB, tileNormSq, dotProduct, Fin.sum_univ_three]

end

end TilesProductBasis
```

The compiler's answer:

```
Main.lean:40:67: error: unsolved goals
case «0».«0»
⊢ (1 + (starRingEnd ℂ) (![1, 0, 0] 2) * ![1, 0, 0] 2) * (2 + (starRingEnd ℂ) (![1, -1, 0] 2) * ![1, -1, 0] 2) = 2

case «0».«1»
⊢ (![1, 0, 0] 2 = 0 ∨ ![0, 0, 1] 2 = 0) ∨ -1 + (starRingEnd ℂ) (![1, -1, 0] 2) * ![0, 1, -1] 2 = 0

case «0».«2»
⊢ 1 + (starRingEnd ℂ) (![1, 0, 0] 2) * ![1, -1, 0] 2 = 0 ∨ ![1, -1, 0] 2 = 0 ∨ ![0, 0, 1] 2 = 0

case «0».«3»
⊢ (![1, 0, 0] 2 = 0 ∨ ![0, 1, -1] 2 = 0) ∨ 1 + (starRingEnd ℂ) (![1, -1, 0] 2) * ![1, 0, 0] 2 = 0

case «0».«4»
⊢ 1 + (starRingEnd ℂ) (![1, 0, 0] 2) * ![1, 1, 1] 2 = 0 ∨ ![1, -1, 0] 2 = 0 ∨ ![1, 1, 1] 2 = 0

case «1».«0»
⊢ (![0, 0, 1] 2 = 0 ∨ ![1, 0, 0] 2 = 0) ∨ -1 + (starRingEnd ℂ) (![0, 1, -1] 2) * ![1, -1, 0] 2 = 0

case «1».«1»
⊢ (starRingEnd ℂ) (![0, 0, 1] 2) * ![0, 0, 1] 2 * (1 + (starRingEnd ℂ) (![0, 1, -1] 2) * ![0, 1, -1] 2) = 2

case «1».«2»
⊢ (![0, 0, 1] 2 = 0 ∨ ![1, -1, 0] 2 = 0) ∨ ![0, 1, -1] 2 = 0 ∨ ![0, 0, 1] 2 = 0

case «1».«3»
⊢ (![0, 0, 1] 2 = 0 ∨ ![0, 1, -1] 2 = 0) ∨ ![0, 1, -1] 2 = 0 ∨ ![1, 0, 0] 2 = 0

case «1».«4»
⊢ (![0, 0, 1] 2 = 0 ∨ ![1, 1, 1] 2 = 0) ∨ 1 + (starRingEnd ℂ) (![0, 1, -1] 2) * ![1, 1, 1] 2 = 0

case «2».«0»
⊢ 1 + (starRingEnd ℂ) (![1, -1, 0] 2) * ![1, 0, 0] 2 = 0 ∨ ![0, 0, 1] 2 = 0 ∨ ![1, -1, 0] 2 = 0

case «2».«1»
⊢ (![1, -1, 0] 2 = 0 ∨ ![0, 0, 1] 2 = 0) ∨ ![0, 0, 1] 2 = 0 ∨ ![0, 1, -1] 2 = 0

case «2».«2»
⊢ (2 + (starRingEnd ℂ) (![1, -1, 0] 2) * ![1, -1, 0] 2) * ((starRingEnd ℂ) (![0, 0, 1] 2) * ![0, 0, 1] 2) = 2

case «2».«3»
⊢ -1 + (starRingEnd ℂ) (![1, -1, 0] 2) * ![0, 1, -1] 2 = 0 ∨ ![0, 0, 1] 2 = 0 ∨ ![1, 0, 0] 2 = 0

case «2».«4»
⊢ (![1, -1, 0] 2 = 0 ∨ ![1, 1, 1] 2 = 0) ∨ ![0, 0, 1] 2 = 0 ∨ ![1, 1, 1] 2 = 0

case «3».«0»
⊢ (![0, 1, -1] 2 = 0 ∨ ![1, 0, 0] 2 = 0) ∨ 1 + (starRingEnd ℂ) (![1, 0, 0] 2) * ![1, -1, 0] 2 = 0

case «3».«1»
⊢ (![0, 1, -1] 2 = 0 ∨ ![0, 0, 1] 2 = 0) ∨ ![1, 0, 0] 2 = 0 ∨ ![0, 1, -1] 2 = 0

case «3».«2»
⊢ -1 + (starRingEnd ℂ) (![0, 1, -1] 2) * ![1, -1, 0] 2 = 0 ∨ ![1, 0, 0] 2 = 0 ∨ ![0, 0, 1] 2 = 0

case «3».«3»
⊢ (1 + (starRingEnd ℂ) (![0, 1, -1] 2) * ![0, 1, -1] 2) * (1 + (starRingEnd ℂ) (![1, 0, 0] 2) * ![1, 0, 0] 2) = 2

case «3».«4»
⊢ 1 + (starRingEnd ℂ) (![0, 1, -1] 2) * ![1, 1, 1] 2 = 0 ∨ 1 + (starRingEnd ℂ) (![1, 0, 0] 2) * ![1, 1, 1] 2 = 0

case «4».«0»
⊢ 1 + (starRingEnd ℂ) (![1, 1, 1] 2) * ![1, 0, 0] 2 = 0 ∨ ![1, 1, 1] 2 = 0 ∨ ![1, -1, 0] 2 = 0

case «4».«1»
⊢ (![1, 1, 1] 2 = 0 ∨ ![0, 0, 1] 2 = 0) ∨ 1 + (starRingEnd ℂ) (![1, 1, 1] 2) * ![0, 1, -1] 2 = 0

case «4».«2»
⊢ (![1, 1, 1] 2 = 0 ∨ ![1, -1, 0] 2 = 0) ∨ ![1, 1, 1] 2 = 0 ∨ ![0, 0, 1] 2 = 0

case «4».«3»
⊢ 1 + (starRingEnd ℂ) (![1, 1, 1] 2) * ![0, 1, -1] 2 = 0 ∨ 1 + (starRingEnd ℂ) (![1, 1, 1] 2) * ![1, 0, 0] 2 = 0

case «4».«4»
⊢ (2 + (starRingEnd ℂ) (![1, 1, 1] 2) * ![1, 1, 1] 2) * (2 + (starRingEnd ℂ) (![1, 1, 1] 2) * ![1, 1, 1] 2) = 9
```

The mended proof, as a diff:

```diff
@@ -41,5 +41,5 @@
   rw [tile, tile, inner_prodVec]
   fin_cases j <;> fin_cases k <;>
-    norm_num [tileA, tileB, tileNormSq, dotProduct, Fin.sum_univ_three]
+    simp [tileA, tileB, tileNormSq, dotProduct, Fin.sum_univ_three] <;> norm_num
 
 end
```

Diagnosis. The error lists all 25 cases as unsolved, and every one still contains entries such as `![1, 0, 0] 2`, the third component of an explicit vector. Components 0 and 1 have been evaluated, but component 2 has not, so the arithmetic cannot finish. The remaining goals are true; they only need these entries read off.

The reason is that `norm_num` uses the default simp lemmas, which cover indices 0 and 1, but does not run the default simprocs, the small programs that `simp` can call while rewriting. One of these, `Matrix.cons_val`, reads off an entry of an explicit vector at a literal index such as 2.

The repair gives the same list of definitions and lemmas to `simp`, which does run that simproc, so the third components become numbers. The added `<;> norm_num` then deals with any numerical goals `simp` leaves open. The statement and the split into cases are unchanged.
